# For \(l\ge 2\), more than half of the squared norm of \(\cos^l\theta\) lies below angular momentum \(l\)

A Cartesian d shell in a Gaussian basis has six functions, one more than the five d orbitals. The surplus is \((x^2+y^2+z^2)e^{-\alpha r^2}\), with exponent \(\alpha>0\), which is spherically symmetric and therefore an s function. Part of it sits in the \(z^2\) function:

\[
z^2=\left(z^2-\tfrac13 r^2\right)+\tfrac13 r^2 .
\]

How much of a function \(z^l e^{-\alpha r^2}\) really has angular momentum \(l\)? With \(t=\cos\theta\) it equals \(r^l e^{-\alpha r^2}\,t^l\). The radial factor is common to all angular components, so the answer depends on \(t^l\) alone. The weight at angular momentum \(l\) will be

\[
F_l=\left(\frac{l!}{(2l-1)!!}\right)^2,
\]

which is \(4/9\) for \(l=2\) and \(4/25\) for \(l=3\). In electronic-structure work the remaining weight \(1-F_l\) measures the contamination of a single \(z^l\) function on one centre. By symmetry the same holds for \(x^l\) and \(y^l\). Mixed monomials can behave differently: \(xy\), for instance, is already pure d.

```lean
import Mathlib

open Polynomial Filter Topology
open scoped Nat

namespace CartesianShellContamination

noncomputable section
```

## Angular functions as polynomials in \(\cos\theta\)

For axially symmetric functions the integral over the sphere is \(2\pi\) times an integral over \(t\). The constant cancels in every ratio, so the overlap is taken as

\[
\langle p,q\rangle=\int_{-1}^{1}p(t)\,q(t)\,dt ,\qquad \|p\|^2=\langle p,p\rangle .
\]

The functions are real polynomials, of type `ℝ[X]`, and `X` stands for \(t\).

```lean
/-- The overlap of two polynomials in `t = cos θ`: the integral of their product over `[-1,1]`. -/
def overlap (p q : ℝ[X]) : ℝ := ∫ t in (-1 : ℝ)..1, p.eval t * q.eval t
```

The component of interest is a polynomial \(p\) such that \(t^l-p\) has degree below \(l\) and \(p\) is orthogonal to every polynomial of degree below \(l\). Lean gives the zero polynomial the degree \(\bot\), below every number, so a vanishing remainder is allowed. This happens for \(l=0\) and \(l=1\), where \(p=t^l\).

The link to angular momentum is supplied by ordinary physics and not by the code: the Legendre polynomials \(P_0,\dots,P_{l-1}\) span the polynomials of degree below \(l\), and \(P_k(\cos\theta)\) has angular momentum \(k\).

```lean
/-- `p` is the component of `t^l` orthogonal to all polynomials of lower degree:
`t^l - p` has degree below `l`, and `p` has zero overlap with every polynomial of degree below `l`. -/
def IsPureComponent (l : ℕ) (p : ℝ[X]) : Prop :=
  (X ^ l - p).degree < (l : WithBot ℕ) ∧
    ∀ q : ℝ[X], q.degree < (l : WithBot ℕ) → overlap p q = 0
```

The argument of `oddFactorial` is \(l\), not the number in front of the double factorial: `oddFactorial l` is \((2l-1)!!\).

```lean
/-- The odd double factorial `(2l-1)!! = 1 · 3 ⋯ (2l-1)`, equal to `1` for `l = 0`. -/
def oddFactorial : ℕ → ℝ
  | 0 => 1
  | l + 1 => (2 * (l : ℝ) + 1) * oddFactorial l
```

`pureFraction l` is \(F_l\). The polynomials below are unnormalised. For the normalised function \(\sqrt{(2l+1)/2}\;t^l\), the squared norm of the corresponding component is \(F_l\) itself.

```lean
/-- The number `(l! / (2l-1)!!)²`. -/
def pureFraction (l : ℕ) : ℝ := ((l ! : ℝ) / oddFactorial l) ^ 2
```

An explicit candidate for \(p\), with \(D=d/dt\), is

\[
R_l=\frac{l!}{(2l)!}\,D^l(t^2-1)^l .
\]

It is scaled to have leading coefficient one, whereas the textbook \(P_l\) is scaled to \(P_l(1)=1\). The two agree for \(l=0\) and \(l=1\) and differ from \(l=2\) on.

```lean
/-- The Rodrigues polynomial `l!/(2l)! · dˡ/dtˡ (t² - 1)ˡ`. -/
def rodrigues (l : ℕ) : ℝ[X] :=
  C ((l ! : ℝ) / ((2 * l)! : ℝ)) * derivative^[l] ((X ^ 2 - 1 : ℝ[X]) ^ l)
```

## Elementary overlaps

The overlap is symmetric, \(\langle p,q\rangle=\langle q,p\rangle\).

```lean
/-- The overlap is symmetric. -/
theorem overlap_comm (p q : ℝ[X]) : overlap p q = overlap q p := by
  simp only [overlap, mul_comm]
```

It is also linear in its second argument, so \(\langle p,q-r\rangle=\langle p,q\rangle-\langle p,r\rangle\). Lean asks for the integrability of both products, which follows from continuity.

```lean
/-- The overlap with a difference is the difference of the overlaps. -/
theorem overlap_sub_right (p q r : ℝ[X]) :
    overlap p (q - r) = overlap p q - overlap p r := by
  simp only [overlap, eval_sub, mul_sub]
  exact intervalIntegral.integral_sub
    ((p.continuous.mul q.continuous).intervalIntegrable _ _)
    ((p.continuous.mul r.continuous).intervalIntegrable _ _)
```

The squared norm of the full angular factor is

\[
\|t^l\|^2=\int_{-1}^{1}t^{2l}\,dt=\frac{2}{2l+1}.
\]

```lean
/-- The squared norm of `t^l` on `[-1,1]` is `2/(2l+1)`. -/
theorem overlap_monomial (l : ℕ) : overlap (X ^ l) (X ^ l) = 2 / (2 * (l : ℝ) + 1) := by
  simp only [overlap, eval_pow, eval_X, ← pow_add]
  rw [integral_pow, one_pow, Odd.neg_one_pow ⟨l, by ring⟩]
  push_cast
  congr 1 <;> ring
```

## Moving derivatives off \((t^2-1)^l\)

Let \(f=D^n(t^2-1)^l\) with \(n<l\). Integration by parts gives

\[
\int_{-1}^{1}f'q\,dt=\bigl[fq\bigr]_{-1}^{1}-\int_{-1}^{1}f\,q'\,dt .
\]

The boundary term vanishes because \(f\) still contains a factor \(t^2-1\). Repeating the step gives, for all \(n\le l\),

\[
\langle D^n(t^2-1)^l,\,q\rangle=(-1)^n\langle (t^2-1)^l,\,D^nq\rangle .
\]

The induction on \(n\) keeps \(q\) general, since the induction hypothesis is applied to \(q'\).

```lean
/-- Up to `l` derivatives can be moved from `(t² - 1)^l` to the other factor of an overlap,
each at the cost of a sign. -/
theorem overlap_by_parts (l n : ℕ) (hn : n ≤ l) (q : ℝ[X]) :
    overlap (derivative^[n] ((X ^ 2 - 1 : ℝ[X]) ^ l)) q
      = (-1) ^ n * overlap ((X ^ 2 - 1 : ℝ[X]) ^ l) (derivative^[n] q) := by
  induction n generalizing q with
  | zero => simp
  | succ n ih =>
    -- fewer than `l` derivatives leave a factor `t² - 1`, so the boundary terms vanish
    have hb : ∀ x : ℝ, x ^ 2 = 1 →
        (derivative^[n] ((X ^ 2 - 1 : ℝ[X]) ^ l)).eval x = 0 := by
      intro x hx
      obtain ⟨r, hr⟩ := pow_sub_dvd_iterate_derivative_pow (X ^ 2 - 1 : ℝ[X]) l n
      have h0 : (X ^ 2 - 1 : ℝ[X]).eval x = 0 := by simp [hx]
      rw [hr, eval_mul, eval_pow, h0, zero_pow (by omega), zero_mul]
    have h := ih (by omega) (derivative q)
    rw [Function.iterate_succ_apply', Function.iterate_succ_apply]
    generalize derivative^[n] ((X ^ 2 - 1 : ℝ[X]) ^ l) = f at hb h ⊢
    have hp := intervalIntegral.integral_mul_deriv_eq_deriv_mul (a := (-1 : ℝ)) (b := 1)
      (fun x _ => q.hasDerivAt x) (fun x _ => f.hasDerivAt x)
      ((derivative q).continuous.intervalIntegrable _ _)
      ((derivative f).continuous.intervalIntegrable _ _)
    rw [hb 1 (by norm_num), hb (-1) (by norm_num)] at hp
    have hs : overlap q (derivative f) = - overlap (derivative q) f := by
      unfold overlap
      rw [hp]
      ring
    rw [overlap_comm, hs, overlap_comm, h, pow_succ]
    ring
```

The vanishing boundary term rests on one Mathlib lemma, `pow_sub_dvd_iterate_derivative_pow`. It says that \(g^{\,l-n}\) divides the \(n\)-th derivative of \(g^l\), for any polynomial \(g\). With \(g=t^2-1\), the code obtains a polynomial \(r\) with

\[
D^n(t^2-1)^l=(t^2-1)^{l-n}\,r(t),
\]

and no Leibniz expansion is needed. At \(t=\pm1\) the right side is zero as soon as \(l-n\neq0\), which `omega` deduces from \(n+1\le l\). For \(n=l\) the exponent is zero and the lemma gives no information, which is as it should be, since \(D^l(t^2-1)^l\) does not vanish at the end points. Once the boundary values are recorded, `generalize` replaces the iterated derivative by a plain polynomial `f`, and the integration by parts needs nothing else about it.

## The integral of \((1-t^2)^l\)

Write \(I_l=\int_{-1}^1(1-t^2)^l\,dt\). Differentiating and substituting \(t^2=1-(1-t^2)\) gives

\[
\frac{d}{dt}\Bigl[t(1-t^2)^{l+1}\Bigr]=(2l+3)(1-t^2)^{l+1}-(2l+2)(1-t^2)^l .
\]

The bracket is zero at both ends, so \((2l+3)I_{l+1}=(2l+2)I_l\). Starting from \(I_0=2\), induction yields

\[
(2l+1)!!\;I_l=2^{l+1}\,l! .
\]

In the code, `linear_combination` multiplies the recurrence by \((2l+1)!!\) and adds the induction hypothesis times \(2l+2\).

```lean
/-- The integral of `(1 - t²)^l` over `[-1,1]`, multiplied by `(2l+1)!!`, is `2^(l+1) l!`. -/
theorem integral_one_sub_sq_pow (l : ℕ) :
    oddFactorial (l + 1) * ∫ t in (-1 : ℝ)..1, (1 - t ^ 2) ^ l = 2 ^ (l + 1) * (l ! : ℝ) := by
  induction l with
  | zero => norm_num [oddFactorial]
  | succ l ih =>
    -- integrate the derivative of `t (1 - t²)^(l+1)`, which vanishes at both ends
    have hd : ∀ t ∈ Set.uIcc (-1 : ℝ) 1, HasDerivAt (fun t : ℝ => t * (1 - t ^ 2) ^ (l + 1))
        ((2 * (l : ℝ) + 3) * (1 - t ^ 2) ^ (l + 1) - (2 * (l : ℝ) + 2) * (1 - t ^ 2) ^ l) t := by
      intro t _
      have h1 : HasDerivAt (fun t : ℝ => 1 - t ^ 2) (-(2 * t)) t := by
        simpa using (hasDerivAt_pow 2 t).const_sub 1
      refine ((hasDerivAt_id' t).fun_mul (h1.fun_pow (l + 1))).congr_deriv ?_
      rw [Nat.add_sub_cancel]
      push_cast
      ring
    have h := intervalIntegral.integral_eq_sub_of_hasDerivAt hd
      (Continuous.intervalIntegrable (by fun_prop) _ _)
    rw [intervalIntegral.integral_sub (Continuous.intervalIntegrable (by fun_prop) _ _)
      (Continuous.intervalIntegrable (by fun_prop) _ _),
      intervalIntegral.integral_const_mul, intervalIntegral.integral_const_mul] at h
    norm_num at h
    have ho : oddFactorial (l + 1 + 1)
        = (2 * ((l + 1 : ℕ) : ℝ) + 1) * oddFactorial (l + 1) := rfl
    rw [ho, Nat.factorial_succ]
    push_cast
    linear_combination oddFactorial (l + 1) * h + (2 * (l : ℝ) + 2) * ih
```

## The Rodrigues polynomial is the required component

The leading term of \((t^2-1)^l\) is \(t^{2l}\), and \(D^l t^{2l}=\frac{(2l)!}{l!}\,t^l\). The prefactor of \(R_l\) turns this into \(t^l\), so \(t^l-R_l\) has degree below \(l\). Lean checks this by showing that every coefficient of index \(m\ge l\) vanishes, with \(m=l\) and \(m>l\) treated separately.

If \(q\) has degree below \(l\), then \(D^lq=0\), and moving all \(l\) derivatives gives

\[
\langle R_l,q\rangle=\frac{l!}{(2l)!}(-1)^l\langle(t^2-1)^l,D^lq\rangle=0 .
\]

A component with the two defining properties therefore exists for every \(l\).

```lean
/-- The Rodrigues polynomial is the component of `t^l` orthogonal to all lower degrees. -/
theorem rodrigues_isPureComponent (l : ℕ) : IsPureComponent l (rodrigues l) := by
  constructor
  · -- the leading coefficient is one, so `t^l` cancels
    have hm : (X ^ 2 - 1 : ℝ[X]).Monic := by
      simpa using monic_X_pow_sub_C (1 : ℝ) two_ne_zero
    have hn : (X ^ 2 - 1 : ℝ[X]).natDegree = 2 := by
      simpa using natDegree_X_pow_sub_C (n := 2) (r := (1 : ℝ))
    have hd : ((X ^ 2 - 1 : ℝ[X]) ^ l).natDegree = 2 * l := by
      rw [hm.natDegree_pow, hn, mul_comm]
    rw [degree_lt_iff_coeff_zero]
    intro m hlm
    rw [rodrigues, coeff_sub, coeff_X_pow, coeff_C_mul, coeff_iterate_derivative]
    rcases hlm.eq_or_lt with rfl | h
    · have h1 := (hm.pow l).coeff_natDegree
      rw [hd, two_mul] at h1
      have h2 := Nat.factorial_mul_descFactorial (Nat.le_add_left l l)
      rw [Nat.add_sub_cancel] at h2
      have h3 : (l ! : ℝ) * ((l + l).descFactorial l : ℝ) = ((2 * l)! : ℝ) := by
        rw [two_mul]
        exact_mod_cast h2
      rw [h1, if_pos rfl, nsmul_one, div_mul_eq_mul_div, h3, div_self (by positivity), sub_self]
    · rw [coeff_eq_zero_of_natDegree_lt (by rw [hd]; omega), if_neg (by omega)]
      simp
  · -- `l` derivatives annihilate a polynomial of degree below `l`
    intro q hq
    have h0 : derivative^[l] q = 0 := by
      ext m
      rw [coeff_iterate_derivative, (degree_lt_iff_coeff_zero q l).1 hq _ (by omega)]
      simp
    have h := overlap_by_parts l l le_rfl q
    rw [h0] at h
    simp only [overlap, eval_zero, mul_zero, intervalIntegral.integral_zero] at h
    simp only [overlap, rodrigues, eval_mul, eval_C, mul_assoc,
      intervalIntegral.integral_const_mul, h, mul_zero]
```

## The weight at angular momentum \(l\)

Let \(p\) be any polynomial with the two properties. The differences \(t^l-p\) and \(t^l-R_l\) have degree below \(l\), so three orthogonality relations hold:

\[
\langle p,t^l\rangle=\|p\|^2,\qquad
\langle p,t^l\rangle=\langle p,R_l\rangle,\qquad
\langle R_l,t^l\rangle=\langle R_l,p\rangle .
\]

Together they give \(\|p\|^2=\langle R_l,t^l\rangle\). Since \(D^lt^l=l!\), moving the derivatives leaves

\[
\|p\|^2=\frac{(l!)^2}{(2l)!}\,I_l .
\]

Inserting \((2l)!=2^l\,l!\,(2l-1)!!\) and the value of \(I_l\),

\[
\|p\|^2=\left(\frac{l!}{(2l-1)!!}\right)^2\frac{2}{2l+1}=F_l\,\|t^l\|^2 .
\]

In the code, `h1` to `h4` are the orthogonality argument, `h5` takes out the prefactor of \(R_l\), and `h6` evaluates the overlap that remains once the derivatives have been moved. `hf` and `hW` supply the factorial identity and \(I_l\). The last rewrite moves the derivatives with `overlap_by_parts` and inserts these results, and `field_simp` cancels the common factors.

```lean
/-- The component of `t^l` orthogonal to all polynomials of lower degree carries the fraction
`(l!/(2l-1)!!)²` of the squared norm of `t^l` on `[-1,1]`. -/
theorem pure_component_norm (l : ℕ) (p : ℝ[X]) (hp : IsPureComponent l p) :
    overlap p p = pureFraction l * overlap (X ^ l) (X ^ l) := by
  have hR := rodrigues_isPureComponent l
  -- orthogonality reduces the norm to one overlap with `t^l`
  have h1 := hp.2 _ hp.1
  have h2 := hp.2 _ hR.1
  have h3 := hR.2 _ hp.1
  rw [overlap_sub_right] at h1 h2 h3
  have h4 : overlap p p = overlap (rodrigues l) (X ^ l) := by
    linarith [overlap_comm p (rodrigues l)]
  have h5 : overlap (rodrigues l) (X ^ l) = (l ! : ℝ) / ((2 * l)! : ℝ) *
      overlap (derivative^[l] ((X ^ 2 - 1 : ℝ[X]) ^ l)) (X ^ l) := by
    simp only [overlap, rodrigues, eval_mul, eval_C, mul_assoc,
      intervalIntegral.integral_const_mul]
  have h6 : (-1) ^ l * overlap ((X ^ 2 - 1 : ℝ[X]) ^ l) (derivative^[l] (X ^ l))
      = (l ! : ℝ) * ∫ t in (-1 : ℝ)..1, (1 - t ^ 2) ^ l := by
    rw [iterate_derivative_X_pow_eq_natCast_mul, Nat.descFactorial_self, Nat.sub_self,
      pow_zero, mul_one, overlap, ← intervalIntegral.integral_const_mul,
      ← intervalIntegral.integral_const_mul]
    apply intervalIntegral.integral_congr
    intro t _
    have ht : (1 - t ^ 2) ^ l = (-1) ^ l * (t ^ 2 - 1) ^ l := by
      rw [← mul_pow]
      congr 1
      ring
    simp only [eval_pow, eval_sub, eval_X, eval_one, eval_natCast, ht]
    ring
  have hpos : ∀ n, 0 < oddFactorial n := by
    intro n
    induction n with
    | zero => exact one_pos
    | succ n ih => exact mul_pos (by positivity) ih
  have hf : ∀ n : ℕ, ((2 * n)! : ℝ) = 2 ^ n * (n ! : ℝ) * oddFactorial n := by
    intro n
    induction n with
    | zero => simp [oddFactorial]
    | succ n ih =>
      rw [show 2 * (n + 1) = 2 * n + 1 + 1 by ring, Nat.factorial_succ, Nat.factorial_succ,
        Nat.factorial_succ, oddFactorial]
      push_cast
      rw [ih]
      ring
  have ho := (hpos l).ne'
  have hW : ∫ t in (-1 : ℝ)..1, (1 - t ^ 2) ^ l
      = 2 ^ (l + 1) * (l ! : ℝ) / ((2 * (l : ℝ) + 1) * oddFactorial l) := by
    rw [eq_div_iff (mul_ne_zero (by positivity) ho), mul_comm]
    exact integral_one_sub_sq_pow l
  rw [h4, h5, overlap_by_parts l l le_rfl, h6, hW, hf, overlap_monomial, pureFraction,
    pow_succ (2 : ℝ) l]
  field_simp
```

## Decay with \(l\)

Raising \(l\) by one multiplies \(l!\) by \(l+1\) and \((2l-1)!!\) by \(2l+1\), so

\[
F_{l+1}=\left(\frac{l+1}{2l+1}\right)^2F_l .
\]

```lean
/-- From `l` to `l+1` the fraction is multiplied by `((l+1)/(2l+1))²`. -/
theorem pureFraction_succ (l : ℕ) :
    pureFraction (l + 1) = (((l : ℝ) + 1) / (2 * (l : ℝ) + 1)) ^ 2 * pureFraction l := by
  rw [pureFraction, pureFraction, oddFactorial, Nat.factorial_succ, ← mul_pow]
  push_cast
  rw [mul_div_mul_comm]
```

The factor is at most one, so \(F_l\) never increases; it equals one only in the step from \(l=0\) to \(l=1\). For \(l\ge1\) we have \((l+1)/(2l+1)\le 2/3\), and with \(F_1=1\) this gives

\[
0\le F_{l+1}\le\left(\tfrac49\right)^l\qquad(l\ge0),
\]

which forces \(F_l\to0\). `Antitone` is Lean's word for "never increases", and `squeeze_zero` takes the limit between the two bounds.

```lean
/-- The fraction is `4/9` for `l = 2`, never increases with `l`, and tends to zero. -/
theorem pureFraction_decay :
    pureFraction 2 = 4 / 9 ∧ Antitone pureFraction ∧ Tendsto pureFraction atTop (𝓝 0) := by
  have h0 : ∀ l, 0 ≤ pureFraction l := fun l => sq_nonneg _
  refine ⟨by norm_num [pureFraction, oddFactorial, Nat.factorial], ?_, ?_⟩
  · refine antitone_nat_of_succ_le fun l => ?_
    have hl : (0 : ℝ) ≤ l := Nat.cast_nonneg l
    rw [pureFraction_succ]
    refine mul_le_of_le_one_left (h0 l) (pow_le_one₀ (by positivity) ?_)
    rw [div_le_one (by positivity)]
    linarith
  · -- from `l = 1` on, each step multiplies the fraction by at most `4/9`
    have hb : ∀ l : ℕ, pureFraction (l + 1) ≤ (4 / 9 : ℝ) ^ l := by
      intro l
      induction l with
      | zero => norm_num [pureFraction, oddFactorial]
      | succ l ih =>
        have hl : (0 : ℝ) ≤ l := Nat.cast_nonneg l
        have hr : (((l + 1 : ℕ) : ℝ) + 1) / (2 * ((l + 1 : ℕ) : ℝ) + 1) ≤ 2 / 3 := by
          rw [div_le_div_iff₀ (by positivity) (by norm_num)]
          push_cast
          linarith
        have hs := pow_le_pow_left₀ (by positivity) hr 2
        rw [pureFraction_succ, pow_succ' (4 / 9 : ℝ) l]
        exact mul_le_mul (hs.trans (by norm_num)) ih (h0 _) (by norm_num)
    exact (tendsto_add_atTop_iff_nat 1).1 (squeeze_zero (fun l => h0 _) hb
      (tendsto_pow_atTop_nhds_zero_of_lt_one (by norm_num) (by norm_num)))
```

## The lower part outweighs the rest

The two parts of \(t^l\) are orthogonal, so

\[
\|t^l-p\|^2=\|t^l\|^2-\|p\|^2 .
\]

For \(l\ge2\), monotonicity gives \(F_l\le F_2=4/9\). Hence \(\|p\|^2\le\frac49\|t^l\|^2\), while the remainder has at least \(\frac59\|t^l\|^2\). Because \(\|t^l\|^2>0\), the inequality between the two parts is strict. For \(l=2\) the remainder is the s function \(\tfrac13r^2\) of the opening decomposition, with weight \(5/9\).

```lean
/-- For `l ≥ 2` the lower-degree part of `t^l` has a larger squared norm than the component
orthogonal to all lower degrees. -/
theorem lower_part_dominates (l : ℕ) (hl : 2 ≤ l) (p : ℝ[X]) (hp : IsPureComponent l p) :
    overlap p p < overlap (X ^ l - p) (X ^ l - p) := by
  have h1 := hp.2 _ hp.1
  -- Pythagoras for the two orthogonal parts
  have h2 := overlap_sub_right (X ^ l - p) (X ^ l) p
  rw [overlap_comm (X ^ l - p) (X ^ l), overlap_comm (X ^ l - p) p, h1,
    overlap_sub_right (X ^ l) (X ^ l) p] at h2
  rw [overlap_sub_right] at h1
  have h3 := overlap_comm p (X ^ l)
  have h4 := pure_component_norm l p hp
  have h5 : pureFraction l ≤ 4 / 9 :=
    (pureFraction_decay.2.1 hl).trans_eq pureFraction_decay.1
  have h6 : 0 < overlap (X ^ l) (X ^ l) := by
    rw [overlap_monomial]
    positivity
  have h7 := mul_le_mul_of_nonneg_right h5 h6.le
  linarith

end

end CartesianShellContamination
```

```lean
#print axioms CartesianShellContamination.pure_component_norm
#print axioms CartesianShellContamination.lower_part_dominates
```

```
'CartesianShellContamination.pure_component_norm' depends on axioms: [propext, Classical.choice, Quot.sound]
'CartesianShellContamination.lower_part_dominates' depends on axioms: [propext, Classical.choice, Quot.sound]
```
